# The determinant of the Gaussian moment matrix is a product of factorials

Turning the $n$ one-dimensional Gaussian primitives $x^i e^{-ax^2}$, $0\le i<n$, which share one centre and one exponent $a>0$, into $n$ orthonormal combinations requires an invertible overlap matrix. Its determinant is $\prod_{k<n}\sqrt{\pi/(2a)}\,k!/(4a)^k$, which is positive for every $n$, and the factorials in it come from the matrix of the reduced Gaussian moments (those of the normal distribution with mean $0$ and variance $1$), which is proved here to have determinant $\prod_{k<n}k!$.

```lean
import Mathlib

open MeasureTheory

namespace GaussianMomentDeterminant

noncomputable section

/-- The reduced Gaussian moment `m_k`: it is `(k-1)!!` for even `k`, with `m_0 = 1`,
and `0` for odd `k`. -/
def gaussMoment : ℕ → ℝ
  | 0 => 1
  | k + 1 => if Even (k + 1) then (k.doubleFactorial : ℝ) else 0

/-- The `n` by `n` moment matrix with entries `m_(i+j)`, indices running from `0`. -/
def momentMatrix (n : ℕ) : Matrix (Fin n) (Fin n) ℝ :=
  Matrix.of fun i j => gaussMoment ((i : ℕ) + (j : ℕ))

/-- The component along `|k)` after `i` applications of the position operator
`x|k) = |k+1) + k|k-1)` to the state `|0)`. -/
def ladderCoeff : ℕ → ℕ → ℝ
  | 0, 0 => 1
  | 0, _ + 1 => 0
  | i + 1, 0 => ladderCoeff i 1
  | i + 1, k + 1 => ladderCoeff i k + ((k : ℝ) + 2) * ladderCoeff i (k + 2)

/-- The unnormalised Cartesian Gaussian primitive `x^i exp(-a x^2)`. -/
def primitive (a : ℝ) (i : ℕ) (x : ℝ) : ℝ := x ^ i * Real.exp (-a * x ^ 2)

/-- The moments obey the recurrence `m_(k+2) = (k+1) m_k`. -/
theorem gaussMoment_add_two (k : ℕ) :
    gaussMoment (k + 2) = ((k : ℝ) + 1) * gaussMoment k := by
  cases k with
  | zero => norm_num [gaussMoment, Nat.doubleFactorial]
  | succ k =>
    have h : gaussMoment (k + 1 + 2) =
        if Even (k + 1 + 2) then ((k + 2).doubleFactorial : ℝ) else 0 := rfl
    have h' : gaussMoment (k + 1) =
        if Even (k + 1) then (k.doubleFactorial : ℝ) else 0 := rfl
    have he : Even (k + 1 + 2) ↔ Even (k + 1) := by
      rw [Nat.even_add]; simp
    rw [h, h']
    by_cases hk : Even (k + 1)
    · rw [if_pos (he.2 hk), if_pos hk, Nat.doubleFactorial_add_two]
      push_cast
      ring
    · rw [if_neg (fun h => hk (he.1 h)), if_neg hk, mul_zero]

/-- One more application of the position operator feeds the state `|k+1)` from its
two neighbours `|k)` and `|k+2)`. -/
theorem ladderCoeff_succ (i k : ℕ) : ladderCoeff (i + 1) (k + 1) =
    ladderCoeff i k + ((k : ℝ) + 2) * ladderCoeff i (k + 1 + 1) := rfl

/-- After `i` applications no state above `|i)` is reached, and `|i)` itself has
coefficient one. -/
theorem ladderCoeff_triangular (i : ℕ) :
    (∀ k, i < k → ladderCoeff i k = 0) ∧ ladderCoeff i i = 1 := by
  induction i with
  | zero =>
    refine ⟨fun k hk => ?_, rfl⟩
    obtain ⟨l, rfl⟩ : ∃ l, k = l + 1 := ⟨k - 1, by omega⟩
    rfl
  | succ i ih =>
    refine ⟨fun k hk => ?_, ?_⟩
    · obtain ⟨l, rfl⟩ : ∃ l, k = l + 1 := ⟨k - 1, by omega⟩
      rw [ladderCoeff_succ, ih.1 l (by omega), ih.1 (l + 1 + 1) (by omega)]
      ring
    · rw [ladderCoeff_succ, ih.2, ih.1 (i + 1 + 1) (by omega)]
      ring

/-- Lowering the state by one quantum acts as differentiation of `x^(i+1)`:
`(k+1) L(i+1,k+1) = (i+1) L(i,k)` for the ladder coefficients `L`. -/
theorem ladderCoeff_lowering (i k : ℕ) :
    ((k : ℝ) + 1) * ladderCoeff (i + 1) (k + 1) = ((i : ℝ) + 1) * ladderCoeff i k := by
  induction i generalizing k with
  | zero => cases k <;> simp [ladderCoeff]
  | succ i ih =>
    rw [ladderCoeff_succ]
    have h1 := ih (k + 1)
    cases k with
    | zero =>
      have h0 : ladderCoeff (i + 1) 0 = ladderCoeff i (0 + 1) := rfl
      push_cast at h1 ⊢
      linear_combination h1 - ((i : ℝ) + 1) * h0
    | succ k =>
      have h2 := ih k
      have h3 := ladderCoeff_succ i k
      push_cast at h1 ⊢
      linear_combination h2 + ((k : ℝ) + 2) * h1 - ((i : ℝ) + 1) * h3

/-- The component along `|0)` after `n` applications of the position operator to `|0)`
is the moment `m_n`. -/
theorem ladderCoeff_zero_right (n : ℕ) : ladderCoeff n 0 = gaussMoment n := by
  induction n using Nat.twoStepInduction with
  | zero => rfl
  | one => simp [ladderCoeff, gaussMoment]
  | more n ih _ =>
    have h0 : ladderCoeff (n + 2) 0 = ladderCoeff (n + 1) (0 + 1) := rfl
    have h1 := ladderCoeff_lowering n 0
    rw [gaussMoment_add_two, ← ih, h0, ← h1]
    simp

/-- With weights `k!` the position operator is symmetric on the states up to `|N)`,
apart from the boundary terms written out here. -/
theorem position_symmetric (i j N : ℕ) :
    ∑ k ∈ Finset.range (N + 1), (k.factorial : ℝ) * ladderCoeff (i + 1) k * ladderCoeff j k
      + ((N + 1).factorial : ℝ) * ladderCoeff i N * ladderCoeff j (N + 1) =
    ∑ k ∈ Finset.range (N + 1), (k.factorial : ℝ) * ladderCoeff i k * ladderCoeff (j + 1) k
      + ((N + 1).factorial : ℝ) * ladderCoeff i (N + 1) * ladderCoeff j N := by
  induction N with
  | zero =>
    have h0 : ∀ i, ladderCoeff (i + 1) 0 = ladderCoeff i 1 := fun _ => rfl
    simp only [zero_add, Finset.sum_range_one, Nat.factorial_zero, Nat.factorial_one, h0]
    ring
  | succ N ih =>
    have hf : ((N + 1 + 1).factorial : ℝ) = ((N : ℝ) + 2) * ((N + 1).factorial : ℝ) := by
      rw [Nat.factorial_succ (N + 1)]
      push_cast
      ring
    rw [Finset.sum_range_succ _ (N + 1), Finset.sum_range_succ _ (N + 1), hf,
      ladderCoeff_succ i N, ladderCoeff_succ j N]
    linear_combination ih

/-- For `i < n` the moment `m_(i+j)` is the sum over `k < n` of `k! L(i,k) L(j,k)`,
with `L` the ladder coefficients. -/
theorem gaussMoment_add {n i : ℕ} (h : i < n) (j : ℕ) :
    ∑ k ∈ Finset.range n, (k.factorial : ℝ) * ladderCoeff i k * ladderCoeff j k =
      gaussMoment (i + j) := by
  obtain ⟨N, rfl⟩ : ∃ N, n = N + 1 := ⟨n - 1, by omega⟩
  induction i generalizing j with
  | zero =>
    have h0 : ∀ k, ladderCoeff 0 (k + 1) = 0 := fun _ => rfl
    have h1 : ladderCoeff 0 0 = 1 := rfl
    rw [Finset.sum_range_succ']
    simp [h0, h1, ladderCoeff_zero_right]
  | succ i ih =>
    -- move one factor of x to the other side; the boundary terms vanish
    have hs := position_symmetric i j N
    rw [(ladderCoeff_triangular i).1 N (by omega),
      (ladderCoeff_triangular i).1 (N + 1) (by omega), ih (j + 1) (by omega)] at hs
    rw [show i + 1 + j = i + (j + 1) by omega]
    linear_combination hs

/-- The determinant of the `n` by `n` Gaussian moment matrix is the product of `k!`
over `k < n`. -/
theorem det_momentMatrix (n : ℕ) :
    (momentMatrix n).det = ∏ k ∈ Finset.range n, (k.factorial : ℝ) := by
  let L : Matrix (Fin n) (Fin n) ℝ := Matrix.of fun i k => ladderCoeff i k
  have hL : L.det = 1 := by
    rw [Matrix.det_of_isLowerTriangular L (by
      intro i k h
      exact (ladderCoeff_triangular i).1 k (OrderDual.toDual_lt_toDual.mp h))]
    exact Finset.prod_eq_one fun i _ => (ladderCoeff_triangular i).2
  -- the factorisation M = L D Lᵀ
  have hM : momentMatrix n =
      L * Matrix.diagonal (fun k : Fin n => ((k : ℕ).factorial : ℝ)) * L.transpose := by
    ext i j
    rw [Matrix.mul_apply]
    simp only [momentMatrix, L, Matrix.mul_diagonal, Matrix.transpose_apply, Matrix.of_apply]
    rw [← gaussMoment_add i.2 j, Finset.sum_range]
    exact Finset.sum_congr rfl fun k _ => by ring
  rw [hM, Matrix.det_mul, Matrix.det_mul, Matrix.det_transpose, hL, Matrix.det_diagonal,
    Finset.prod_range]
  ring

/-- For `b > 0` and a width `σ` with `2 b σ^2 = 1`, the integral of `x^k exp(-b x^2)` over
the line is `sqrt(π/b) σ^k m_k`. -/
theorem integral_pow_gaussian {b σ : ℝ} (hb : 0 < b) (hσ : 2 * b * σ ^ 2 = 1) (k : ℕ) :
    ∫ x : ℝ, x ^ k * Real.exp (-b * x ^ 2) =
      Real.sqrt (Real.pi / b) * σ ^ k * gaussMoment k := by
  have hint : ∀ k : ℕ, Integrable fun x : ℝ => x ^ k * Real.exp (-b * x ^ 2) := by
    intro k
    have hk : (-1 : ℝ) < (k : ℝ) := by
      have : (0 : ℝ) ≤ (k : ℝ) := Nat.cast_nonneg k
      linarith
    simpa only [Real.rpow_natCast] using integrable_rpow_mul_exp_neg_mul_sq hb hk
  have hE : ∀ x : ℝ, HasDerivAt (fun y : ℝ => Real.exp (-b * y ^ 2))
      (-2 * b * (x ^ 1 * Real.exp (-b * x ^ 2))) x := by
    intro x
    have h2 : HasDerivAt (fun y : ℝ => y ^ 2) (2 * x) x := by
      simpa using hasDerivAt_pow 2 x
    exact (h2.const_mul (-b)).exp.congr_deriv (by ring)
  induction k using Nat.twoStepInduction with
  | zero => simpa [gaussMoment] using integral_gaussian b
  | one =>
    have h := integral_eq_zero_of_hasDerivAt_of_integrable hE ((hint 1).const_mul _)
      (by simpa using hint 0)
    rw [integral_const_mul] at h
    have hm : gaussMoment 1 = 0 := by simp [gaussMoment]
    rw [hm, mul_zero]
    exact (mul_eq_zero.mp h).resolve_left (by linarith)
  | more k ih _ =>
    -- integrate the derivative of x^(k+1) exp(-b x^2)
    have hD : ∀ x : ℝ, HasDerivAt (fun y : ℝ => y ^ (k + 1) * Real.exp (-b * y ^ 2))
        (((k : ℝ) + 1) * (x ^ k * Real.exp (-b * x ^ 2))
          - 2 * b * (x ^ (k + 2) * Real.exp (-b * x ^ 2))) x := by
      intro x
      have hp : HasDerivAt (fun y : ℝ => y ^ (k + 1)) (((k : ℝ) + 1) * x ^ k) x := by
        simpa using hasDerivAt_pow (k + 1) x
      exact (hp.fun_mul (hE x)).congr_deriv (by ring)
    have h := integral_eq_zero_of_hasDerivAt_of_integrable hD
      (((hint k).const_mul _).sub ((hint (k + 2)).const_mul _)) (hint (k + 1))
    rw [integral_sub ((hint k).const_mul _) ((hint (k + 2)).const_mul _),
      integral_const_mul, integral_const_mul, ih] at h
    rw [gaussMoment_add_two]
    apply mul_left_cancel₀ (show 2 * b ≠ 0 by positivity)
    linear_combination -h
      - ((k : ℝ) + 1) * Real.sqrt (Real.pi / b) * σ ^ k * gaussMoment k * hσ

/-- For `a > 0` the overlap matrix of the primitives `x^i exp(-a x^2)`, `i < n`, has
determinant equal to the product over `k < n` of `sqrt(π/(2a)) k!/(4a)^k`. -/
theorem det_overlap {a : ℝ} (ha : 0 < a) (n : ℕ) :
    (Matrix.of fun i j : Fin n => ∫ x : ℝ, primitive a i x * primitive a j x).det =
      ∏ k ∈ Finset.range n,
        Real.sqrt (Real.pi / (2 * a)) * (k.factorial : ℝ) / (4 * a) ^ k := by
  obtain ⟨σ, hσ⟩ : ∃ σ : ℝ, σ ^ 2 = 1 / (4 * a) :=
    ⟨Real.sqrt (1 / (4 * a)), Real.sq_sqrt (by positivity)⟩
  have hw : 2 * (2 * a) * σ ^ 2 = 1 := by
    rw [hσ]
    field_simp
    norm_num
  -- the overlap matrix is the moment matrix with each row and each column rescaled
  have hM : (Matrix.of fun i j : Fin n => ∫ x : ℝ, primitive a i x * primitive a j x) =
      Matrix.of fun i j : Fin n => (Real.sqrt (Real.pi / (2 * a)) * σ ^ (i : ℕ)) *
        (Matrix.of fun i j : Fin n => σ ^ (j : ℕ) * momentMatrix n i j) i j := by
    ext i j
    have hp : (fun x : ℝ => primitive a i x * primitive a j x) =
        fun x : ℝ => x ^ ((i : ℕ) + (j : ℕ)) * Real.exp (-(2 * a) * x ^ 2) := by
      funext x
      rw [show -(2 * a) * x ^ 2 = -a * x ^ 2 + -a * x ^ 2 by ring, Real.exp_add, pow_add]
      unfold primitive
      ring
    simp only [Matrix.of_apply, momentMatrix]
    rw [hp, integral_pow_gaussian (by positivity) hw, pow_add]
    ring
  rw [hM, Matrix.det_mul_column, Matrix.det_mul_row, det_momentMatrix]
  simp only [Finset.prod_range, ← Finset.prod_mul_distrib]
  refine Finset.prod_congr rfl fun k _ => ?_
  have hk : σ ^ (k : ℕ) * σ ^ (k : ℕ) = 1 / (4 * a) ^ (k : ℕ) := by
    rw [← mul_pow, ← sq, hσ, one_div_pow]
  rw [div_eq_mul_one_div (Real.sqrt (Real.pi / (2 * a)) * ((k : ℕ).factorial : ℝ)), ← hk]
  ring

end

end GaussianMomentDeterminant
```

```lean
#print axioms GaussianMomentDeterminant.det_momentMatrix
#print axioms GaussianMomentDeterminant.det_overlap
```

```
'GaussianMomentDeterminant.det_momentMatrix' depends on axioms: [propext, Classical.choice, Quot.sound]
'GaussianMomentDeterminant.det_overlap' depends on axioms: [propext, Classical.choice, Quot.sound]
```

## Moments, matrices and primitives in Lean

The reduced moment $m_k$ is `gaussMoment k`: it equals $(k-1)!!$ for even $k$, with $m_0=1$, and $0$ for odd $k$. The definition treats $k=0$ separately, so Lean never has to evaluate $(-1)!!$; in the formulas below, $(-1)!!=1$ by convention.

`momentMatrix n` is the real matrix $M$ with entries $M_{ij}=m_{i+j}$. Its indices have type `Fin n`, so they run from $0$ to $n-1$. The theorem `det_momentMatrix` says that for every natural number $n$

$$\det M=\prod_{k=0}^{n-1}k!.$$

`primitive a i x` is the basis function $x^i e^{-ax^2}$, without a normalisation constant; the word has nothing to do with antiderivatives. The theorem `det_overlap` takes the matrix of the integrals $S_{ij}=\int x^{i+j}e^{-2ax^2}\,dx$ over the whole line and gives the determinant stated at the top. Its only hypothesis is $a>0$, which makes the functions decay.

The step from here to a molecular basis is left open: such a basis mixes exponents and centres in three dimensions, and the product formula holds for a single one-dimensional family.

## Oscillator states behind the coefficients

Let $A$ be the lowering operator of a harmonic oscillator and $X=A+A^\dagger$ its position, measured in units of the ground-state standard deviation. On normalised states, $X|k\rangle=\sqrt{k+1}\,|k+1\rangle+\sqrt{k}\,|k-1\rangle$. The code uses the unnormalised states $|k)=\sqrt{k!}\,|k\rangle$, for which the square roots disappear:

$$X|k)=|k+1)+k\,|k-1),\qquad (k|k)=k!.$$

`ladderCoeff i k`, written $L(i,k)$ below, is the component in $X^i|0)=\sum_k L(i,k)\,|k)$. Collecting terms gives its defining recurrence,

$$L(i+1,0)=L(i,1),\qquad L(i+1,k+1)=L(i,k)+(k+2)\,L(i,k+2),$$

with $L(0,0)=1$ and $L(0,k)=0$ for $k>0$. In Lean, $L$ is only this table of numbers; the operators and states serve as its interpretation. In that picture $m_{i+j}$ is the inner product of $X^i|0)$ and $X^j|0)$, so $M$ is a Gram matrix.

## From ladder coefficients to the determinant

**Triangularity.** Each application of $X$ raises the highest state by one, with coefficient one. Hence $L(i,k)=0$ for $k>i$ and $L(i,i)=1$. This is `ladderCoeff_triangular`, by induction on $i$.

**Lowering.** Since $[A,X]=1$, we expect $A X^{i+1}|0)=(i+1)X^i|0)$. In components this is `ladderCoeff_lowering`:

$$(k+1)L(i+1,k+1)=(i+1)L(i,k).$$

For $i=0$ both sides are $1$ at $k=0$ and $0$ otherwise. Suppose it holds for $i$ and all $k$. For $k\ge1$ the recurrence, followed by two uses of the hypothesis, gives

$$\begin{aligned}
(k+1)L(i+2,k+1)&=L(i+1,k)+k\,L(i+1,k)+(k+1)(k+2)L(i+1,k+2)\\
&=L(i+1,k)+(i+1)\left[L(i,k-1)+(k+1)L(i,k+1)\right]\\
&=(i+2)L(i+1,k).
\end{aligned}$$

For $k=0$ the term with $L(i,k-1)$ is absent and the bracket is $L(i,1)=L(i+1,0)$, so the result is the same. The two `linear_combination` calls in the successor step carry out these two cases.

**The lowest component.** Setting $k=0$ gives $L(n+2,0)=L(n+1,1)=(n+1)L(n,0)$. The moments obey the same rule, $m_{n+2}=(n+1)m_n$: for even $n$ it is $(n+1)!!=(n+1)(n-1)!!$, and for odd $n$ both sides vanish. The starting values agree too, $L(0,0)=1=m_0$ and $L(1,0)=0=m_1$. Therefore $L(n,0)=m_n$, which `ladderCoeff_zero_right` proves by an induction in steps of two.

**Symmetry of position.** Define

$$B_N(i,j)=\sum_{k=0}^{N}k!\,L(i+1,k)L(j,k)+(N+1)!\,L(i,N)L(j,N+1).$$

`position_symmetric` states that $B_N(i,j)=B_N(j,i)$. For $N=0$, $B_0(i,j)=L(i,1)L(j,0)+L(i,0)L(j,1)$, which is symmetric. Expanding $L(i+1,N+1)$ in the new term of the sum gives

$$B_{N+1}(i,j)=B_N(i,j)+(N+2)!\left[L(i,N+2)L(j,N+1)+L(i,N+1)L(j,N+2)\right],$$

and the added bracket is symmetric as well.

**Factorisation.** Let $G(i,j)=\sum_{k<n}k!\,L(i,k)L(j,k)$ and take $N=n-1$. If $i+1<n$, then $i<N$, so $L(i,N)=L(i,N+1)=0$ and both boundary terms vanish. What remains is $G(i+1,j)=G(i,j+1)$: one factor of $X$ has moved across. Repeating this for any $i<n$ gives

$$G(i,j)=G(0,i+j)=L(i+j,0)=m_{i+j}.$$

This is `gaussMoment_add`. Its index $j$ is unrestricted, because $j$ grows while $i$ shrinks.

In matrix form, $M=LDL^{\mathsf T}$ with $D=\mathrm{diag}(0!,1!,\dots,(n-1)!)$. The triangular matrix $L$ has unit diagonal, so $\det L=1$ and $\det M=\det D=\prod_{k<n}k!$. In `det_momentMatrix` these facts are `hL` and `hM`, combined by the product rule for determinants.

## Gaussian integrals and overlaps

Let $I_k=\int x^k e^{-bx^2}\,dx$ with $b>0$, and let $\sigma>0$ satisfy $2b\sigma^2=1$, so that $\sigma$ is the standard deviation of the density proportional to $e^{-bx^2}$. The derivative of $x^{k+1}e^{-bx^2}$ integrates to zero:

$$0=(k+1)I_k-2b\,I_{k+2},\qquad\text{so}\qquad I_{k+2}=\sigma^2(k+1)I_k.$$

With $I_0=\sqrt{\pi/b}$ and $I_1=0$, this gives $I_k=\sqrt{\pi/b}\,\sigma^k m_k$. `integral_pow_gaussian` follows the same route, after establishing in `hint` that every integrand is integrable.

The product of two primitives has exponent $b=2a$, so $\sigma^2=1/(4a)$ and

$$S_{ij}=\sqrt{\frac{\pi}{2a}}\;\sigma^i\,\sigma^j\,m_{i+j}.$$

Taking $\sqrt{\pi/(2a)}\,\sigma^i$ out of row $i$ and $\sigma^j$ out of column $j$ leaves $M$. Each index $k$ then contributes $\sqrt{\pi/(2a)}\,\sigma^{2k}k!=\sqrt{\pi/(2a)}\,k!/(4a)^k$. In `det_overlap`, `Matrix.det_mul_column` and `Matrix.det_mul_row` extract these factors.

Normalising the primitives divides the determinant by the product of the diagonal entries $S_{kk}=\sqrt{\pi/(2a)}\,(2k-1)!!/(4a)^k$, a further step taken here and not in the Lean code. The determinant becomes $\prod_{k<n}k!/(2k-1)!!$, independent of $a$.

## Three primitives, and fewer

For $n=3$ the moments $m_0,\dots,m_4$ are $1,0,1,0,3$, and

$$M=\begin{pmatrix}1&0&1\\0&1&0\\1&0&3\end{pmatrix},\qquad
L=\begin{pmatrix}1&0&0\\0&1&0\\1&0&1\end{pmatrix},\qquad D=\mathrm{diag}(1,1,2).$$

Direct expansion gives $\det M=3-1=2=0!\,1!\,2!$. After normalisation the only non-zero off-diagonal overlap is $1/\sqrt3$, between $i=0$ and $i=2$, and the determinant is $1-\tfrac13=\tfrac23$, in agreement with the product.

For $n=1$ the overlap determinant is $\sqrt{\pi/(2a)}$, the squared norm of $e^{-ax^2}$. For $n=0$ the matrix is empty, and both its determinant and the empty product are $1$.
